# For correlations r^t with 0 ≤ r < 1, cutting T = 1 + 2 ∑_{t≥1} r^t at a lag W ≥ cT loses at most a fraction exp(−2c) of T

A Monte Carlo or molecular dynamics run produces N successive values of an observable, and neighbouring values are correlated. If ρ(t) is the normalised correlation between values t steps apart, the variance of the mean in a long stationary run is approximately σ²T/N, where σ² is the variance of a single value and

T = 1 + 2 ∑_{t≥1} ρ(t)

is the integrated autocorrelation time. The sum has to be cut at some lag W, because the estimated correlations at large lags are mostly noise. Cutting positive correlations makes T, and with it the error bar, too small. How large must W be, measured in units of T, for this loss to be negligible?

## The truncation error of a geometric correlation

Take a single relaxation mode, ρ(t) = r^t with 0 ≤ r < 1. The geometric series gives

T = 1 + 2r/(1−r) = (1+r)/(1−r).

Let T_W denote the sum cut after lag W. The missing tail is

T − T_W = 2 ∑_{t>W} r^t = 2r^(W+1)/(1−r),

so the relative deficit ε = (T − T_W)/T is

ε = 2r^(W+1)/(1+r).

Since 2r ≤ 1+r, this is at most r^W. To compare r with T, use the inequality

log(1+x) ≥ 2x/(x+2) for x ≥ 0.

Both sides vanish at x = 0, and the derivative of their difference is x²/((1+x)(x+2)²) ≥ 0. For r > 0, setting x = 1/r − 1 gives

−log r ≥ 2(1−r)/(1+r) = 2/T,

hence r ≤ exp(−2/T), which also holds at r = 0. Therefore

ε ≤ r^W ≤ exp(−2W/T).

If W ≥ cT, then ε ≤ exp(−2c).

## A window chosen from its own estimate

In a simulation T is unknown, and the available condition is W ≥ cT_W. Because T_W = (1−ε)T, this condition says W/T ≥ c(1−ε). With u = 2c(1−ε), the previous bound becomes

ε ≤ exp(−u),

an inequality with ε on both sides. Note that ε < 1, because T_W ≥ 1.

If c ≤ 1/2, then ε < 1 ≤ exp(1−2c). If c > 1/2, then u > 0, and exp(u) ≥ 1+u gives

ε(1+u) ≤ exp(−u) exp(u) = 1.

Thus 2cε(1−ε) ≤ 1−ε, and dividing by 1−ε > 0 yields 2cε ≤ 1. Consequently u = 2c − 2cε ≥ 2c − 1, and

ε ≤ exp(1−2c).

Not knowing T costs at most a factor e in the bound.

## Slow decay fixes the rate

The 2 in exp(−2c) cannot be replaced by a larger number if the bound is to hold for all r. For r > 0, the inequality exp((1−r)/r) ≥ 1 + (1−r)/r = 1/r gives r ≥ exp(−(1−r)/r). Let W be the smallest integer with W ≥ cT, so that W ≤ cT + 1 and W(1−r) ≤ c(1+r) + (1−r). Then

ε = (2r/(1+r)) r^W ≥ (2r/(1+r)) exp(−(c(1+r) + (1−r))/r).

As r → 1 the right side tends to exp(−2c), which exceeds exp(−κc) for every κ > 2 and c > 0.

## The rule in an analysis code

A code that uses the self-consistent rule adds the estimated correlations lag by lag and stops at the first W with W ≥ cT_W. For exact correlations r^t with 0 ≤ r < 1, the choice c = 5 gives the bound ε ≤ exp(−9), about 0.00012. Conventions matter here: some codes use τ = 1/2 + ∑ρ(t) = T/2 and stop when W ≥ c′τ_W. This corresponds to c = c′/2, so for c′ = 5 the bound proved here is exp(−4), about 1.8 per cent; the actual deficit is smaller.

For a local-energy series in variational quantum Monte Carlo, the bound controls the truncation part of the error-bar bias if the correlations are exactly known and equal to r^t with 0 ≤ r < 1. It does not describe the statistical noise in estimated correlations.

## Negative and multi-mode correlations

The condition r ≥ 0 matters. For r = −1/2 one has T = 1/3, while T_1 = 1 − 1 = 0. The window W = 1 satisfies W ≥ 3T, yet the deficit is 1 and not at most exp(−6).

The single mode matters too. Let ρ(t) = 0.01 · 0.999^t for t ≥ 1, a weak slow mode beside an uncorrelated part. Then T = 20.98, but the self-consistent rule with c = 5 stops at W = 6 with T_6 ≈ 1.12. About 95 per cent of T is missed.

## Correlation functions and times in Lean

```lean
import Mathlib

open Finset

namespace SelfConsistentWindow

noncomputable section
```

The physical model is the function `expCorr`. The lag is a natural number, counted in sampling steps, and r is the correlation over one step. The definition accepts every real r, but the correlation decays only for |r| < 1.

```lean
/-- Exponentially decaying autocorrelation: the correlation at lag `t` is `r ^ t`. -/
def expCorr (r : ℝ) (t : ℕ) : ℝ := r ^ t
```

The two times are defined for an arbitrary real correlation function `ρ`. The shifted argument `t + 1` starts the infinite sum at lag 1. Lean assigns the value 0 to a sum that does not converge; the conditions 0 ≤ r and r < 1 in the theorems about T exclude that case.

```lean
/-- The integrated autocorrelation time `1 + 2 ∑ ρ(t)`, summed over all lags `t ≥ 1`. -/
def fullTime (ρ : ℕ → ℝ) : ℝ := 1 + 2 * ∑' t : ℕ, ρ (t + 1)
```

In the truncated time, `range W` runs over t = 0, …, W−1, so the lags included are 1, …, W. For W = 0 the result is 1.

```lean
/-- The integrated autocorrelation time truncated after lag `W`. -/
def windowedTime (ρ : ℕ → ℝ) (W : ℕ) : ℝ := 1 + 2 * ∑ t ∈ range W, ρ (t + 1)
```

The deficit is signed: it is positive when the window underestimates a positive T.

```lean
/-- The relative amount by which the window `W` underestimates the autocorrelation time. -/
def relDeficit (ρ : ℕ → ℝ) (W : ℕ) : ℝ := (fullTime ρ - windowedTime ρ W) / fullTime ρ
```

## Closed forms for T, T_W and the deficit

The first theorem evaluates T. After one factor r is pulled out of the sum, the geometric series formula applies.

```lean
/-- For correlations `r ^ t` the integrated autocorrelation time is `(1 + r) / (1 - r)`. -/
theorem fullTime_expCorr {r : ℝ} (h0 : 0 ≤ r) (h1 : r < 1) :
    fullTime (expCorr r) = (1 + r) / (1 - r) := by
  have h : 1 - r ≠ 0 := by linarith
  simp only [fullTime, expCorr, pow_succ]
  rw [tsum_mul_right, tsum_geometric_of_lt_one h0 h1]
  field_simp
  ring
```

For T_W the proof multiplies through by 1−r and uses induction on W, whereas the derivation by hand summed the missing tail. This finite identity needs no lower bound on r.

```lean
/-- For correlations `r ^ t` the truncated time is a finite geometric sum in closed form. -/
theorem windowedTime_expCorr {r : ℝ} (h1 : r < 1) (W : ℕ) :
    windowedTime (expCorr r) W = (1 + r - 2 * r ^ (W + 1)) / (1 - r) := by
  have h : 1 - r ≠ 0 := by linarith
  simp only [windowedTime, expCorr]
  rw [eq_div_iff h]
  induction W with
  | zero => rw [Finset.sum_range_zero]; ring
  | succ n ih =>
    rw [Finset.sum_range_succ]
    linear_combination ih
```

Substituting both expressions into the definition gives ε = 2r^(W+1)/(1+r).

```lean
/-- For correlations `r ^ t` the relative deficit of the window `W` is
`2 r ^ (W + 1) / (1 + r)`. -/
theorem relDeficit_expCorr {r : ℝ} (h0 : 0 ≤ r) (h1 : r < 1) (W : ℕ) :
    relDeficit (expCorr r) W = 2 * r ^ (W + 1) / (1 + r) := by
  have h : 1 - r ≠ 0 := by linarith
  have h' : 1 + r ≠ 0 := by linarith
  rw [relDeficit, fullTime_expCorr h0 h1, windowedTime_expCorr h1]
  field_simp
  ring
```

## From one step of decay to exp(−2c)

The next lemma is r ≤ exp(−2/T), with 1/T written as (1−r)/(1+r). It treats r = 0 separately and otherwise applies Mathlib's logarithm inequality at x = 1/r − 1. The equations `e1` and `e2` rewrite its two sides in terms of r.

```lean
/-- One step of the decay satisfies `r ≤ exp (-2 (1 - r) / (1 + r))`. -/
theorem decay_le_exp {r : ℝ} (h0 : 0 ≤ r) (h1 : r < 1) :
    r ≤ Real.exp (-(2 * ((1 - r) / (1 + r)))) := by
  rcases h0.eq_or_lt with h | h
  · exact h.symm.le.trans (Real.exp_pos _).le
  · have hx : 0 ≤ 1 / r - 1 := by
      rw [sub_nonneg, le_div_iff₀ h]; linarith
    -- the logarithm inequality `2x / (x + 2) ≤ log (1 + x)` at `x = 1/r - 1`
    have key := Real.le_log_one_add_of_nonneg hx
    have e1 : 1 + (1 / r - 1) = r⁻¹ := by rw [one_div]; ring
    have a : 1 / r - 1 = (1 - r) / r := by field_simp
    have b : 1 / r - 1 + 2 = (1 + r) / r := by
      field_simp
      ring
    have h' : 1 + r ≠ 0 := by linarith
    have e2 : 2 * (1 / r - 1) / (1 / r - 1 + 2) = 2 * ((1 - r) / (1 + r)) := by
      rw [b, a]; field_simp
    rw [e1, e2, Real.log_inv] at key
    calc r = Real.exp (Real.log r) := (Real.exp_log h).symm
      _ ≤ _ := Real.exp_le_exp.mpr (by linarith)
```

The three lines of the following `calc` block are the steps by hand: ε ≤ r^W, then the one-step bound raised to the power W, then the product collected into a single exponent.

```lean
/-- For correlations `r ^ t` with `0 ≤ r < 1` the relative deficit is at most `exp (-2 W / T)`, with
`T` the full autocorrelation time. -/
theorem relDeficit_le_exp {r : ℝ} (h0 : 0 ≤ r) (h1 : r < 1) (W : ℕ) :
    relDeficit (expCorr r) W ≤ Real.exp (-(2 * (W / fullTime (expCorr r)))) := by
  rw [relDeficit_expCorr h0 h1, fullTime_expCorr h0 h1]
  have hp : 0 < 1 + r := by linarith
  calc 2 * r ^ (W + 1) / (1 + r) ≤ r ^ W := by
        rw [div_le_iff₀ hp, pow_succ]
        nlinarith [mul_nonneg (pow_nonneg h0 W) (sub_nonneg.mpr h1.le)]
    _ ≤ Real.exp (-(2 * ((1 - r) / (1 + r)))) ^ W :=
        pow_le_pow_left₀ h0 (decay_le_exp h0 h1) W
    _ = Real.exp (-(2 * (W / ((1 + r) / (1 - r))))) := by
        rw [← Real.exp_nat_mul, div_div_eq_mul_div]
        congr 1
        ring
```

The fixed-window theorem assumes `c * fullTime (expCorr r) ≤ W`, which is W ≥ cT with W read as a real number. No sign condition on c is required. Dividing by T > 0 and using the monotonicity of the exponential completes the proof.

```lean
/-- For correlations `r ^ t` with `0 ≤ r < 1`, a window of at least `c` autocorrelation times
underestimates the autocorrelation time by a relative error of at most `exp (-2c)`. -/
theorem relDeficit_le_of_window {r c : ℝ} (h0 : 0 ≤ r) (h1 : r < 1) {W : ℕ}
    (hW : c * fullTime (expCorr r) ≤ W) :
    relDeficit (expCorr r) W ≤ Real.exp (-(2 * c)) := by
  have hT : 0 < fullTime (expCorr r) := by
    rw [fullTime_expCorr h0 h1]
    exact div_pos (by linarith) (by linarith)
  have h := (le_div_iff₀ hT).mpr hW
  exact (relDeficit_le_exp h0 h1 W).trans (Real.exp_le_exp.mpr (by linarith))
```

## The self-consistent condition in Lean

Here the hypothesis contains `windowedTime` in place of `fullTime`; everything else in the setting is unchanged. The theorem applies to any W that meets the condition with the exact correlations, including the smallest such W.

In the proof, `hq` is the relation 1−ε = T_W/T, and `hcW` is c(1−ε) ≤ W/T. The deficit is then replaced by a plain variable `ε`, and the cases c ≤ 1/2 and c > 1/2 are separated. In the second case `hself` is ε ≤ exp(−u), `hmul` is ε(1+u) ≤ 1, and `hcrude` is u ≥ 2c−1. The last of these is obtained by contradiction, which replaces the division by 1−ε. Inserting it into `hself` gives the result.

```lean
/-- Self-consistent window for correlations `r ^ t` with `0 ≤ r < 1`: if `W` is at least `c` times
the autocorrelation time computed with that same window, the relative deficit is at most `exp (1 -
2c)`. -/
theorem relDeficit_le_of_selfConsistent {r c : ℝ} (h0 : 0 ≤ r) (h1 : r < 1) {W : ℕ}
    (hW : c * windowedTime (expCorr r) W ≤ W) :
    relDeficit (expCorr r) W ≤ Real.exp (1 - 2 * c) := by
  have hT : 0 < fullTime (expCorr r) := by
    rw [fullTime_expCorr h0 h1]
    exact div_pos (by linarith) (by linarith)
  have hpos : 0 < windowedTime (expCorr r) W := by
    have hs : 0 ≤ ∑ t ∈ range W, expCorr r (t + 1) :=
      Finset.sum_nonneg fun t _ => pow_nonneg h0 (t + 1)
    unfold windowedTime
    linarith
  have hq : 1 - relDeficit (expCorr r) W
      = windowedTime (expCorr r) W / fullTime (expCorr r) := by
    have hne := hT.ne'
    unfold relDeficit
    rw [sub_div, div_self hne]
    ring
  have hb := relDeficit_le_exp h0 h1 W
  have hx : 0 < 1 - relDeficit (expCorr r) W := by rw [hq]; exact div_pos hpos hT
  have hcW : c * (1 - relDeficit (expCorr r) W) ≤ W / fullTime (expCorr r) := by
    rw [hq, ← mul_div_assoc, div_le_div_iff_of_pos_right hT]
    exact hW
  generalize relDeficit (expCorr r) W = ε at hb hx hcW ⊢
  rcases le_or_gt c (1 / 2) with hc | hc
  · have : (1 : ℝ) ≤ Real.exp (1 - 2 * c) := Real.one_le_exp (by linarith)
    linarith
  · -- the deficit is bounded in terms of itself
    have hself : ε ≤ Real.exp (-(2 * (c * (1 - ε)))) :=
      hb.trans (Real.exp_le_exp.mpr (by linarith))
    have hu : 0 < 2 * (c * (1 - ε)) := by
      have : 0 < c := by linarith
      positivity
    have hmul : ε * (1 + 2 * (c * (1 - ε))) ≤ 1 := by
      calc ε * (1 + 2 * (c * (1 - ε)))
          ≤ Real.exp (-(2 * (c * (1 - ε)))) * (1 + 2 * (c * (1 - ε))) :=
            mul_le_mul_of_nonneg_right hself (by linarith)
        _ ≤ Real.exp (-(2 * (c * (1 - ε)))) * Real.exp (2 * (c * (1 - ε))) :=
            mul_le_mul_of_nonneg_left
              (by linarith [Real.add_one_le_exp (2 * (c * (1 - ε)))]) (Real.exp_pos _).le
        _ = 1 := by rw [← Real.exp_add, neg_add_cancel, Real.exp_zero]
    -- a first crude bound, inserted back into the exponent
    have hcrude : 2 * c - 1 ≤ 2 * (c * (1 - ε)) := by
      by_contra hcon
      have hlt : 0 < 2 * c - 1 - 2 * (c * (1 - ε)) := by linarith [not_le.mp hcon]
      nlinarith [mul_pos hx hlt]
    exact hself.trans (Real.exp_le_exp.mpr (by linarith))
```

## The lower bound and the optimal rate

The lower bound assumes r > 0 and W ≤ cT + 1. In its proof, `hm` bounds W(1−r), `hstep` is exp(−(1−r)/r) ≤ r, and `hpow` combines them into a lower bound on r^W. Multiplication by 2r/(1+r) turns this into a bound on the deficit.

```lean
/-- For correlations `r ^ t` with `0 < r < 1`, a window of at most `c` autocorrelation times plus
one lag leaves a relative deficit bounded below by an explicit function of `r` and `c`. -/
theorem le_relDeficit {r c : ℝ} (h0 : 0 < r) (h1 : r < 1) {W : ℕ}
    (hW : (W : ℝ) ≤ c * fullTime (expCorr r) + 1) :
    2 * r / (1 + r) * Real.exp (-((c * (1 + r) + (1 - r)) / r))
      ≤ relDeficit (expCorr r) W := by
  rw [fullTime_expCorr h0.le h1] at hW
  have hr : 0 < 1 - r := by linarith
  have hm : (W : ℝ) * (1 - r) ≤ c * (1 + r) + (1 - r) := by
    calc (W : ℝ) * (1 - r) ≤ (c * ((1 + r) / (1 - r)) + 1) * (1 - r) :=
          mul_le_mul_of_nonneg_right hW hr.le
      _ = c * (1 + r) + (1 - r) := by
          rw [add_mul, mul_assoc, div_mul_cancel₀ _ hr.ne', one_mul]
  have hd := (div_le_div_iff_of_pos_right h0).mpr hm
  have hstep : Real.exp (-((1 - r) / r)) ≤ r := by
    have h := Real.add_one_le_exp ((1 - r) / r)
    have e : (1 - r) / r + 1 = r⁻¹ := by
      field_simp
      ring
    rw [e] at h
    rw [Real.exp_neg]
    exact inv_le_of_inv_le₀ h0 h
  have hpow : Real.exp (-((c * (1 + r) + (1 - r)) / r)) ≤ r ^ W := by
    calc Real.exp (-((c * (1 + r) + (1 - r)) / r))
        ≤ Real.exp (W * -((1 - r) / r)) := by
          apply Real.exp_le_exp.mpr
          have e : (W : ℝ) * -((1 - r) / r) = -(W * (1 - r) / r) := by ring
          rw [e]
          linarith
      _ = Real.exp (-((1 - r) / r)) ^ W := Real.exp_nat_mul _ _
      _ ≤ r ^ W := pow_le_pow_left₀ (Real.exp_pos _).le hstep W
  rw [relDeficit_expCorr h0.le h1]
  calc _ ≤ 2 * r / (1 + r) * r ^ W := mul_le_mul_of_nonneg_left hpow (by positivity)
    _ = 2 * r ^ (W + 1) / (1 + r) := by ring
```

The final theorem states that for each c > 0 and κ > 2 there are an r strictly between 0 and 1 and a window W ≥ cT whose deficit is larger than exp(−κc). It concerns windows measured against the full T, not the self-consistent rule.

The limit r → 1 enters through continuity: the explicit lower bound is continuous at r = 1, where it equals exp(−2c), so it stays above exp(−κc) within some distance δ. The proof picks r as the larger of 1/2 and 1−δ/2, which keeps it positive and below 1, and takes W to be cT rounded up.

```lean
/-- For any `c > 0` and `κ > 2` there are correlations `r ^ t` with `0 < r < 1` and a window of at
least `c` autocorrelation times whose relative deficit is above `exp (-κ c)`. -/
theorem rate_two_optimal {c κ : ℝ} (hc : 0 < c) (hκ : 2 < κ) :
    ∃ (r : ℝ) (W : ℕ), 0 < r ∧ r < 1 ∧ c * fullTime (expCorr r) ≤ W ∧
      Real.exp (-(κ * c)) < relDeficit (expCorr r) W := by
  -- the lower bound is continuous at `r = 1`, where it equals `exp (-2c)`
  have hcont : ContinuousAt (fun r : ℝ =>
      2 * r / (1 + r) * Real.exp (-((c * (1 + r) + (1 - r)) / r))) 1 := by
    fun_prop (disch := norm_num)
  have hlim : Real.exp (-(κ * c)) <
      2 * 1 / (1 + 1) * Real.exp (-((c * (1 + 1) + (1 - 1)) / 1)) := by
    have e : 2 * 1 / (1 + 1) * Real.exp (-((c * (1 + 1) + (1 - 1)) / 1))
        = Real.exp (-(2 * c)) := by
      norm_num
      ring
    rw [e]
    exact Real.exp_lt_exp.mpr (by nlinarith)
  obtain ⟨δ, hδ, hball⟩ :=
    Metric.eventually_nhds_iff.mp (hcont.eventually (lt_mem_nhds hlim))
  have hr0 : 0 < max (1 / 2) (1 - δ / 2) := lt_max_of_lt_left (by norm_num)
  have hr1 : max (1 / 2) (1 - δ / 2) < 1 := max_lt (by norm_num) (by linarith)
  have hr2 : 1 - δ / 2 ≤ max (1 / 2) (1 - δ / 2) := le_max_right _ _
  generalize max (1 / 2) (1 - δ / 2) = r at hr0 hr1 hr2
  have hnear := hball (y := r) (by
    rw [Real.dist_eq, abs_lt]
    constructor <;> linarith)
  have hT : 0 ≤ c * fullTime (expCorr r) := by
    rw [fullTime_expCorr hr0.le hr1]
    exact mul_nonneg hc.le (div_nonneg (by linarith) (by linarith))
  exact ⟨r, ⌈c * fullTime (expCorr r)⌉₊, hr0, hr1, Nat.le_ceil _,
    lt_of_lt_of_le hnear (le_relDeficit hr0 hr1 (Nat.ceil_lt_add_one hT).le)⟩

end

end SelfConsistentWindow
```

```lean
#print axioms SelfConsistentWindow.relDeficit_le_exp
#print axioms SelfConsistentWindow.relDeficit_le_of_window
#print axioms SelfConsistentWindow.relDeficit_le_of_selfConsistent
#print axioms SelfConsistentWindow.rate_two_optimal
```

```
'SelfConsistentWindow.relDeficit_le_exp' depends on axioms: [propext, Classical.choice, Quot.sound]
'SelfConsistentWindow.relDeficit_le_of_window' depends on axioms: [propext, Classical.choice, Quot.sound]
'SelfConsistentWindow.relDeficit_le_of_selfConsistent' depends on axioms: [propext, Classical.choice, Quot.sound]
'SelfConsistentWindow.rate_two_optimal' depends on axioms: [propext, Classical.choice, Quot.sound]
```
